# A point ion between two grounded plates is bound more strongly than by either plate alone, but less than by both single-plate energies added

Adding the two single-plate image energies binds an ion between two grounded flat electrodes too strongly, and keeping only one plate binds it too weakly. The two first images do not ground the plates: each one spoils the zero potential on the opposite plate and needs an image of its own, without end. The sum over all these images lies strictly between the two estimates.

## The image sum and its bounds

Put the plates at heights $0$ and $d$ and a unit charge at $x$, with $0<x<d$, in Gaussian units. Its images are $-1$ at $-x$ and, for each shell $n\ge1$, $+1$ at $x\pm2nd$ and $-1$ at $-x\pm2nd$. At the ion their potential is $-S$, where

$$S=\frac1{2x}+\sum_{n\ge1}s_n,\qquad s_n=\frac1{2(nd+x)}+\frac1{2(nd-x)}-\frac1{nd}.$$

Charging the ion from $0$ to $q$ costs $\int_0^q(-q'S)\,dq'=-q^2S/2$. A single plate at distance $a$ has $1/(2a)$ in place of $S$, hence energy $-q^2/(4a)$.

**Lower bound.** With $m=nd>x$,

$$s_n=\frac{m}{m^2-x^2}-\frac1m=\frac{x^2}{m(m^2-x^2)}>0,$$

so $S>1/(2x)$ once the series converges.

**Convergence and upper bound.** Let $g=\frac1d-\frac1{2(d+x)}-\frac1{2(2d-x)}$. It is positive, because $d+x$ and $2d-x$ both exceed $d$. For $N\ge1$,

$$\sum_{n=1}^N s_n\le\frac1{2(d-x)}-g-\frac1{2((N+1)d-x)}.$$

For $N=1$ this is an equality. Going from $N$ to $N+1$, with $m=(N+1)d$, requires

$$\frac1{2(m+x)}+\frac1{2(m+d-x)}\le\frac1m,$$

which holds because each term on the left is at most $1/(2m)$. The partial sums increase and are bounded, so the series converges, to at most $1/(2(d-x))-g$. Therefore

$$\frac1{2x}<S<\frac1{2x}+\frac1{2(d-x)}.$$

**Exchange of the plates.** Let $P_N(x)$ be $1/(2x)$ plus the first $N$ shells. Since $nd-x=(n-1)d+(d-x)$, the sums for $x$ and $d-x$ contain the same terms except for one each:

$$P_N(x)-P_N(d-x)=\frac1{2(Nd+x)}-\frac1{2(Nd+d-x)}\to0.$$

So $S$ is the same at $x$ and $d-x$, and $S>1/(2(d-x))$ as well. Multiplication by $-q^2/2$ reverses the inequalities and orders the energies.

**The formula outside its range.** The lower bound on $S$ can fail when $x>d$. Take $d=1$, $x=3/2$. The first shell is $\frac15-1-1=-\frac95$. For $n\ge2$ we have $n^2-\frac94\ge\frac7{12}(n^2-1)$, so the later shells add at most $\frac{27}7\sum_{n\ge2}\frac1{n(n^2-1)}=\frac{27}{28}$. Hence $S<0$, and the lower bound $\frac13$ fails. This does not mean that the ion is repelled: beyond the plate at $d$ the series no longer describes it. A real ion there is attracted by that plate alone, with energy $-q^2/(4(x-d))$.

## Potentials, shells and energies as definitions

```lean
import Mathlib

open Filter Topology

namespace IonBetweenElectrodes

noncomputable section
```

The potential depends on the lateral distance `ρ` and the height difference `u`.

```lean
/-- Coulomb potential of a unit charge at lateral distance `ρ` and height difference `u`,
for `(ρ, u) ≠ (0, 0)`. -/
def coulomb (ρ u : ℝ) : ℝ := 1 / √(ρ ^ 2 + u ^ 2)
```

The images enter as explicit point charges, `N` shells at a time. The Lean index `k` starts at zero, so $n=k+1$.

```lean
/-- Potential at `(ρ, z)`, away from the images, of the images of a unit charge at height `x`
between plates at heights `0` and `d`: the image at `-x` and the first `N` shells of images
at `x ± 2nd` (same sign) and `-x ± 2nd` (opposite sign). -/
def imagePotential (d x ρ z : ℝ) (N : ℕ) : ℝ :=
  -coulomb ρ (z + x) + ∑ k ∈ Finset.range N,
    (coulomb ρ (z - x - 2 * (((k : ℝ) + 1) * d)) + coulomb ρ (z - x + 2 * (((k : ℝ) + 1) * d))
      - coulomb ρ (z + x - 2 * (((k : ℝ) + 1) * d)) - coulomb ρ (z + x + 2 * (((k : ℝ) + 1) * d)))
```

`shell d x k` is $s_{k+1}$, and `imageSum` is $S$. An infinite sum `∑'` has the value zero in Lean when the series is not summable, so convergence needs its own theorem.

```lean
/-- Contribution of image shell `n = k + 1` to the image sum, for `0 < x < d`. -/
def shell (d x : ℝ) (k : ℕ) : ℝ :=
  1 / (2 * (((k : ℝ) + 1) * d + x)) + 1 / (2 * (((k : ℝ) + 1) * d - x)) - 1 / (((k : ℝ) + 1) * d)

/-- The two-plate image sum `S`, for `0 < x < d`. -/
def imageSum (d x : ℝ) : ℝ := 1 / (2 * x) + ∑' k, shell d x k
```

The energies contain the charging factor $\frac12$ by definition; the charging integral itself is not formalised.

```lean
/-- Image energy of a charge `q` at distance `a > 0` from a single grounded plate. -/
def onePlateEnergy (q a : ℝ) : ℝ := -(q ^ 2 / (4 * a))

/-- Image energy `-q² S / 2` of a charge `q` between two grounded plates, for `0 < x < d`. -/
def twoPlateEnergy (q d x : ℝ) : ℝ := -(q ^ 2 * imageSum d x / 2)
```

## Zero potential on both plates

The first lemma allows distances to be reflected.

```lean
/-- The Coulomb potential is the same above and below the charge. -/
theorem coulomb_even (ρ : ℝ) {u v : ℝ} (h : u = -v) : coulomb ρ u = coulomb ρ v := by
  unfold coulomb
  rw [h, neg_sq]
```

The next theorem states that ion and images together give zero potential at every point of the plate at $0$, for every `N`, and a potential tending to zero at each point of the plate at $d$.

On the first plate the charges cancel in mirror pairs. On the second, induction on `N` leaves two charges of opposite sign, at distances $(2N+1)d\mp x$ in height, and both potentials vanish in the limit.

```lean
/-- For an ion between the plates, the potential of ion and images vanishes on the plate at `0`
for every number of shells, and on the plate at `d` in the limit of many shells. -/
theorem plates_grounded {d x : ℝ} (hx : 0 < x) (hxd : x < d) (ρ : ℝ) :
    (∀ N, coulomb ρ (0 - x) + imagePotential d x ρ 0 N = 0) ∧
    Tendsto (fun N => coulomb ρ (d - x) + imagePotential d x ρ d N) atTop (𝓝 0) := by
  have hd : 0 < d := hx.trans hxd
  constructor
  · intro N
    unfold imagePotential
    rw [Finset.sum_eq_zero, coulomb_even ρ (show 0 - x = -(0 + x) by ring)]
    · ring
    · intro k _
      rw [coulomb_even ρ (show 0 - x - 2 * (((k : ℝ) + 1) * d)
          = -(0 + x + 2 * (((k : ℝ) + 1) * d)) by ring),
        coulomb_even ρ (show 0 - x + 2 * (((k : ℝ) + 1) * d)
          = -(0 + x - 2 * (((k : ℝ) + 1) * d)) by ring)]
      ring
  · -- on the second plate all but two distant charges cancel
    have h : ∀ N : ℕ, coulomb ρ (d - x) + imagePotential d x ρ d N
        = coulomb ρ ((2 * (N : ℝ) + 1) * d - x) - coulomb ρ ((2 * (N : ℝ) + 1) * d + x) := by
      intro N
      induction N with
      | zero =>
        simp only [imagePotential, Finset.sum_range_zero, Nat.cast_zero]
        ring_nf
      | succ N ih =>
        unfold imagePotential at ih ⊢
        rw [Finset.sum_range_succ,
          coulomb_even ρ (show d - x - 2 * (((N : ℝ) + 1) * d)
            = -((2 * (N : ℝ) + 1) * d + x) by ring),
          coulomb_even ρ (show d + x - 2 * (((N : ℝ) + 1) * d)
            = -((2 * (N : ℝ) + 1) * d - x) by ring),
          show (2 * ((N + 1 : ℕ) : ℝ) + 1) * d - x = d - x + 2 * (((N : ℝ) + 1) * d) by
            push_cast; ring,
          show (2 * ((N + 1 : ℕ) : ℝ) + 1) * d + x = d + x + 2 * (((N : ℝ) + 1) * d) by
            push_cast; ring]
        linear_combination ih
    have hc : Tendsto (coulomb ρ) atTop (𝓝 0) := by
      have hs : Tendsto (fun u : ℝ => √(ρ ^ 2 + u ^ 2)) atTop atTop :=
        tendsto_atTop_mono (fun u => (le_abs_self u).trans
          (Real.abs_le_sqrt (by nlinarith [sq_nonneg ρ]))) tendsto_id
      exact (tendsto_inv_atTop_zero.comp hs).congr (fun u => by simp [coulomb])
    have hN : Tendsto (fun N : ℕ => (N : ℝ) * d) atTop atTop :=
      tendsto_natCast_atTop_atTop.atTop_mul_const hd
    have h1 : Tendsto (fun N : ℕ => (2 * (N : ℝ) + 1) * d - x) atTop atTop :=
      tendsto_atTop_mono (fun N => by nlinarith [mul_nonneg N.cast_nonneg hd.le]) hN
    have h2 : Tendsto (fun N : ℕ => (2 * (N : ℝ) + 1) * d + x) atTop atTop :=
      tendsto_atTop_mono (fun N => by nlinarith [mul_nonneg N.cast_nonneg hd.le]) hN
    simp only [h]
    simpa using (hc.comp h1).sub (hc.comp h2)
```

## Positive shells with a bounded sum

`shell_pos` names $m=(k+1)d$ and proves the closed form $x^2/(m(m^2-x^2))$, from which `positivity` reads off the sign.

```lean
/-- For `0 < x < d` every image shell contributes a positive amount. -/
theorem shell_pos {d x : ℝ} (hx : 0 < x) (hxd : x < d) (k : ℕ) : 0 < shell d x k := by
  have hm : x < ((k : ℝ) + 1) * d := by
    nlinarith [mul_nonneg k.cast_nonneg (hx.trans hxd).le]
  unfold shell
  generalize ((k : ℝ) + 1) * d = m at hm ⊢
  have h0 : 0 < m := hx.trans hm
  have h1 : 0 < m - x := sub_pos.mpr hm
  have h2 : 0 < m + x := by linarith
  have e : 1 / (2 * (m + x)) + 1 / (2 * (m - x)) - 1 / m = x ^ 2 / (m * ((m + x) * (m - x))) := by
    rw [div_add_div _ _ (by positivity) (by positivity), div_sub_div _ _ (by positivity) h0.ne',
      div_eq_div_iff (by positivity) (by positivity)]
    ring
  rw [e]
  positivity
```

In `shell_sum_le`, the inner statement `key` is the telescoping bound for `M + 1` shells, so $N=M+1$ in the derivation. The inequalities `b1` and `b2` are the two comparisons with $1/(2m)$. Discarding one positive shell and the last subtracted term gives a bound that also includes the empty sum.

```lean
/-- For `0 < x < d` the shells sum, at any truncation, to at most the second plate's own term
`1/(2(d-x))` corrected by the next two opposite images and the first pair of equal ones. -/
theorem shell_sum_le {d x : ℝ} (hx : 0 < x) (hxd : x < d) (N : ℕ) :
    ∑ k ∈ Finset.range N, shell d x k ≤
      1 / (2 * (d - x)) + (1 / (2 * (d + x)) + 1 / (2 * (2 * d - x)) - 1 / d) := by
  have hd : 0 < d := hx.trans hxd
  have half : ∀ a : ℝ, 1 / a = 2 * (1 / (2 * a)) := fun a => by ring
  -- telescoping bound, with the last term kept
  have key : ∀ M : ℕ, ∑ k ∈ Finset.range (M + 1), shell d x k ≤
      1 / (2 * (d - x)) + (1 / (2 * (d + x)) + 1 / (2 * (2 * d - x)) - 1 / d)
        - 1 / (2 * (((M : ℝ) + 2) * d - x)) := by
    intro M
    induction M with
    | zero =>
      simp only [zero_add, Finset.sum_range_one, shell, Nat.cast_zero, one_mul]
      linarith
    | succ M ih =>
      have hm : 0 < ((M : ℝ) + 2) * d := by positivity
      have e1 : (((M + 1 : ℕ) : ℝ) + 1) * d = ((M : ℝ) + 2) * d := by push_cast; ring
      have e2 : (((M + 1 : ℕ) : ℝ) + 2) * d - x = ((M : ℝ) + 2) * d + (d - x) := by
        push_cast; ring
      have hs : shell d x (M + 1) = 1 / (2 * (((M : ℝ) + 2) * d + x))
          + 1 / (2 * (((M : ℝ) + 2) * d - x)) - 1 / (((M : ℝ) + 2) * d) := by
        unfold shell
        rw [e1]
      rw [Finset.sum_range_succ, hs, e2]
      generalize ((M : ℝ) + 2) * d = m at hm ih ⊢
      have b1 : 1 / (2 * (m + x)) ≤ 1 / (2 * m) :=
        one_div_le_one_div_of_le (by positivity) (by linarith)
      have b2 : 1 / (2 * (m + (d - x))) ≤ 1 / (2 * m) :=
        one_div_le_one_div_of_le (by positivity) (by linarith)
      linarith [half m]
  have hpos : 0 < 1 / (2 * (((N : ℝ) + 2) * d - x)) := by
    have : 0 < ((N : ℝ) + 2) * d - x := by nlinarith [mul_nonneg N.cast_nonneg hd.le]
    positivity
  have hk := key N
  rw [Finset.sum_range_succ] at hk
  linarith [shell_pos hx hxd N]
```

Nonnegative terms with bounded partial sums are summable.

```lean
/-- For `0 < x < d` the series of image shells converges. -/
theorem shell_summable {d x : ℝ} (hx : 0 < x) (hxd : x < d) : Summable (shell d x) :=
  summable_of_sum_range_le (fun k => (shell_pos hx hxd k).le) (shell_sum_le hx hxd)
```

The next theorem links $S$ to the electrostatics: at $\rho=0$, $z=x$, the truncated image potential converges to $-S$. The proof rewrites each distance as a positive number and matches the shells term by term.

```lean
/-- For `0 < x < d` the potential of the images at the position of the unit charge
converges to `-S`. -/
theorem imagePotential_at_ion {d x : ℝ} (hx : 0 < x) (hxd : x < d) :
    Tendsto (imagePotential d x 0 x) atTop (𝓝 (-imageSum d x)) := by
  have axis : ∀ u : ℝ, 0 < u → coulomb 0 u = 1 / u := by
    intro u hu
    unfold coulomb
    rw [show (0 : ℝ) ^ 2 + u ^ 2 = u ^ 2 by ring, Real.sqrt_sq hu.le]
  refine ((shell_summable hx hxd).hasSum.tendsto_sum_nat.const_add (1 / (2 * x))).neg.congr ?_
  intro N
  unfold imagePotential
  rw [neg_add, ← Finset.sum_neg_distrib, show x + x = 2 * x by ring, axis (2 * x) (by linarith)]
  congr 1
  refine Finset.sum_congr rfl fun k _ => ?_
  have hm : x < ((k : ℝ) + 1) * d := by
    nlinarith [mul_nonneg k.cast_nonneg (hx.trans hxd).le]
  unfold shell
  generalize ((k : ℝ) + 1) * d = m at hm ⊢
  rw [coulomb_even 0 (show x - x - 2 * m = -(2 * m) by ring), show x - x + 2 * m = 2 * m by ring,
    coulomb_even 0 (show 2 * x - 2 * m = -(2 * (m - x)) by ring),
    show 2 * x + 2 * m = 2 * (m + x) by ring, axis (2 * m) (by linarith),
    axis (2 * (m - x)) (by linarith), axis (2 * (m + x)) (by linarith)]
  ring
```

## Plate exchange and the energy ordering

The statement `h` is the formula for $P_N(x)-P_N(d-x)$, proved by induction. Both sides converge, and uniqueness of limits gives the symmetry.

```lean
/-- For `0 < x < d` the image sum is unchanged when the two plates are exchanged. -/
theorem imageSum_reflect {d x : ℝ} (hx : 0 < x) (hxd : x < d) :
    imageSum d (d - x) = imageSum d x := by
  have hd : 0 < d := hx.trans hxd
  have lim : ∀ y, 0 < y → y < d → Tendsto
      (fun N => 1 / (2 * y) + ∑ k ∈ Finset.range N, shell d y k) atTop (𝓝 (imageSum d y)) :=
    fun y h1 h2 => (shell_summable h1 h2).hasSum.tendsto_sum_nat.const_add _
  have van : ∀ a : ℝ, 0 < a →
      Tendsto (fun N : ℕ => 1 / (2 * ((N : ℝ) * d + a))) atTop (𝓝 0) := by
    intro a ha
    have h : Tendsto (fun N : ℕ => 2 * ((N : ℝ) * d + a)) atTop atTop :=
      tendsto_atTop_mono (fun N => by nlinarith [mul_nonneg N.cast_nonneg hd.le])
        (tendsto_natCast_atTop_atTop.atTop_mul_const hd)
    exact (tendsto_inv_atTop_zero.comp h).congr (fun N => (one_div _).symm)
  -- the truncated sums differ by one unpaired image on each side
  have h : ∀ N : ℕ, 1 / (2 * (d - x)) + ∑ k ∈ Finset.range N, shell d (d - x) k
      + (1 / (2 * ((N : ℝ) * d + x)) - 1 / (2 * ((N : ℝ) * d + (d - x))))
      = 1 / (2 * x) + ∑ k ∈ Finset.range N, shell d x k := by
    intro N
    induction N with
    | zero =>
      simp only [Finset.sum_range_zero, Nat.cast_zero, zero_mul, zero_add]
      ring
    | succ N ih =>
      rw [Finset.sum_range_succ, Finset.sum_range_succ]
      unfold shell at ih ⊢
      rw [show ((N : ℝ) + 1) * d - (d - x) = (N : ℝ) * d + x by ring,
        show ((N : ℝ) + 1) * d - x = (N : ℝ) * d + (d - x) by ring, Nat.cast_succ]
      linear_combination ih
  have l := (lim (d - x) (by linarith) (by linarith)).add ((van x hx).sub (van (d - x) (by linarith)))
  rw [sub_zero, add_zero] at l
  exact tendsto_nhds_unique (l.congr h) (lim x hx hxd)
```

Passing to the limit preserves only `≤`. The upper bound is nevertheless strict, because `b1` and `b2` now show $g>0$.

```lean
/-- For `0 < x < d` the image sum lies strictly between the term of the plate at `0` and
the sum of the terms of both plates. -/
theorem imageSum_bounds {d x : ℝ} (hx : 0 < x) (hxd : x < d) :
    1 / (2 * x) < imageSum d x ∧ imageSum d x < 1 / (2 * x) + 1 / (2 * (d - x)) := by
  have hd : 0 < d := hx.trans hxd
  have hs := shell_summable hx hxd
  have lo : 0 < ∑' k, shell d x k :=
    hs.tsum_pos (fun k => (shell_pos hx hxd k).le) 0 (shell_pos hx hxd 0)
  have up := le_of_tendsto' hs.hasSum.tendsto_sum_nat (shell_sum_le hx hxd)
  -- the correction to the second plate's term is strictly negative
  have b1 : 1 / (2 * (d + x)) < 1 / (2 * d) :=
    one_div_lt_one_div_of_lt (by positivity) (by linarith)
  have b2 : 1 / (2 * (2 * d - x)) < 1 / (2 * d) :=
    one_div_lt_one_div_of_lt (by positivity) (by linarith)
  have half : 1 / d = 2 * (1 / (2 * d)) := by ring
  unfold imageSum
  constructor <;> linarith
```

The last theorem states the three energy inequalities. The comparison with the plate at $d$ applies the lower bound at $d-x$ and then the symmetry. For $q=0$ all the energies vanish and the strict inequalities fail.

```lean
/-- A charge `q ≠ 0` between two grounded plates (`0 < x < d`) is bound more strongly than by
either plate alone, but less strongly than by the two single-plate energies added. -/
theorem twoPlateEnergy_bounds {q d x : ℝ} (hq : q ≠ 0) (hx : 0 < x) (hxd : x < d) :
    onePlateEnergy q x + onePlateEnergy q (d - x) < twoPlateEnergy q d x ∧
    twoPlateEnergy q d x < onePlateEnergy q x ∧
    twoPlateEnergy q d x < onePlateEnergy q (d - x) := by
  have one : ∀ a, onePlateEnergy q a = -(q ^ 2 / 2 * (1 / (2 * a))) := fun a => by
    unfold onePlateEnergy
    ring
  have hq2 : 0 < q ^ 2 / 2 := by positivity
  obtain ⟨h1, h2⟩ := imageSum_bounds hx hxd
  have h3 := (imageSum_bounds (d := d) (x := d - x) (by linarith) (by linarith)).1
  rw [imageSum_reflect hx hxd] at h3
  have m1 := mul_lt_mul_of_pos_left h1 hq2
  have m2 := mul_lt_mul_of_pos_left h2 hq2
  have m3 := mul_lt_mul_of_pos_left h3 hq2
  rw [mul_add] at m2
  have two : twoPlateEnergy q d x = -(q ^ 2 / 2 * imageSum d x) := by
    unfold twoPlateEnergy
    ring
  rw [one, one, two]
  refine ⟨?_, ?_, ?_⟩ <;> linarith

end

end IonBetweenElectrodes
```

```lean
#print axioms IonBetweenElectrodes.plates_grounded
#print axioms IonBetweenElectrodes.imagePotential_at_ion
#print axioms IonBetweenElectrodes.twoPlateEnergy_bounds
```

```
'IonBetweenElectrodes.plates_grounded' depends on axioms: [propext, Classical.choice, Quot.sound]
'IonBetweenElectrodes.imagePotential_at_ion' depends on axioms: [propext, Classical.choice, Quot.sound]
'IonBetweenElectrodes.twoPlateEnergy_bounds' depends on axioms: [propext, Classical.choice, Quot.sound]
```

For a single point ion in vacuum between ideal, infinite, flat conductors, the two bounds can test an image-charge routine in an electrode simulation. Laterally repeated ions, a dielectric medium and the atomic structure of the metal lie beyond this model. The theorems treat the potential on the plates and at the ion; they do not show that the image construction is the unique solution of the boundary-value problem.
